# Some eigenvalue of a finite Hermitian matrix H lies within ‖(1 − P)Hv‖ of each Ritz value with unit Ritz vector v

## Can a dropped level near resonance ruin a truncated diagonalisation?

I diagonalise a Hamiltonian H in a selected set of configurations and drop the rest. With P the projector on the selected set and Q = 1 − P, I get a normalised vector v with Pv = v and an energy t with PHPv = tv. I can also compute QHv, the part of Hv that lands in the dropped configurations, but I know almost nothing about the block QHQ.

That worries me. A dropped level of energy ε, coupled to v by g, gives the second-order shift |g|²/(t − ε), which blows up as ε approaches t. Could an unlucky level in QHQ put the true spectrum arbitrarily far from t, even when QHv is small?

## The leakage QHv bounds the distance, whatever QHQ contains

No. If H is a finite Hermitian matrix, it has an eigenvalue E with

|E − t| ≤ ‖QHv‖.

The divergence belongs to the perturbation series. For two levels at exact resonance the shift is linear in the coupling, and the bound is attained. If P is Hermitian and the next level is known to stay at least a fixed distance above t, the error of a ground-state energy is bounded by a multiple of ‖QHv‖².

### From the residual to the nearest eigenvalue

Since Pv = v, the Ritz equation PHPv = tv reads PHv = tv. Hence

Hv − tv = Hv − PHv = QHv.

The residual of v in the full space is exactly the leakage.

Now let uᵢ be an orthonormal eigenbasis of H with real eigenvalues lᵢ, and put cᵢ = ⟨uᵢ, v⟩, so that Σᵢ |cᵢ|² = 1. For any real energy s, hermiticity gives

⟨uᵢ, Hv − sv⟩ = (lᵢ − s) cᵢ,

and therefore

‖Hv − sv‖² = Σᵢ (lᵢ − s)² |cᵢ|² ≥ (lₖ − s)²,

where lₖ is the eigenvalue nearest to s. Setting s = t and E = lₖ gives the bound. QHQ never enters separately.

### A known gap gives a quadratic bound

Let P be Hermitian. Then the leakage is orthogonal to v:

⟨v, QHv⟩ = ⟨v, Hv⟩ − ⟨Pv, Hv⟩ = 0.

Writing Hv − sv = (t − s)v + QHv, Pythagoras gives

‖Hv − sv‖² = ‖QHv‖² + (t − s)².

Suppose no eigenvalue lies strictly between a and b, with a ≤ b. Take s = m = (a + b)/2. The eigenvalue E nearest to m satisfies

(E − m)² ≤ ‖QHv‖² + (t − m)².

Expanding the squares shows that

(E − m)² − (t − m)² = (E − a)(E − b) + (t − a)(b − t).

The first product on the right is non-negative, because E is outside the gap. So

(t − a)(b − t) ≤ ‖QHv‖².

With a = E₀ and t < b, division gives Temple's inequality:

t − E₀ ≤ ‖QHv‖² / (b − t).

For a ground state, E₀ is the lowest eigenvalue and b is a number no higher than the next distinct one, if there is one. Temple's inequality is often written with the variance of H in the state v; here ‖QHv‖² is that variance, since t = ⟨v, Hv⟩ when P is Hermitian.

### At resonance the shift equals the bound

Your worst case is a dropped level at ε = t, with real coupling g:

H = [[t, g], [g, t]], v = (1, 0), QHv = (0, g).

An eigenvector w = (w₀, w₁) with eigenvalue E satisfies g w₁ = (E − t)w₀ and g w₀ = (E − t)w₁. Combining them gives

((E − t)² − g²) w₀ = 0 and ((E − t)² − g²) w₁ = 0.

Since w is not zero, |E − t| = |g| = ‖QHv‖.

### What the Lean theorems assume and conclude

`H` and `P` are complex-linear maps on an inner-product space `V`. A Hermitian matrix is the case of `EuclideanSpace ℂ (Fin n)`, and hermiticity is `IsSymmetric`, that is, ⟨Hx, y⟩ = ⟨x, Hy⟩. The structure `IsRitzPair H P t v` collects your three conditions: `unit` is ‖v‖ = 1, `fixed` is Pv = v, and `ritz` is PHPv = tv with t real. Q is written `1 - P`.

The main theorem, `ritz_error_bar`, takes a Hermitian `H` in finite dimension and a Ritz pair, and returns a real E that is an eigenvalue of `H` and obeys the bound. It asks for neither P² = P nor a Hermitian `P`, so orthogonal and oblique projectors are both included. `gap_bound` and `temple_inequality` do require a Hermitian `P`.

The gap enters those two theorems as the hypothesis `hgap`: every real eigenvalue is at most the lower edge or at least `b`. It stands for knowledge about the excited levels that the truncated calculation doesn't supply, such as a separate lower bound on the next level. In `temple_inequality`, `E₀` need not itself be an eigenvalue.

The bound does not say which eigenvalue is near t. It may not belong to the state you were after, and two Ritz values may have the same eigenvalue inside their error bars.

In configuration interaction, or in a Lanczos or Davidson run on a finite Hermitian matrix, the theorem turns the residual norm of a Ritz pair into an error bar on the energy. The residual must be formed with the full H. If a Davidson solver runs on the selected block alone, the residual it reports measures only the convergence within that block and leaves out QHv. That error is measured against the spectrum of the finite matrix; the step from there to the Hamiltonian of the actual molecule, in its infinite-dimensional space, needs a separate estimate of the basis-set error.

```lean
import Mathlib

open scoped InnerProductSpace

namespace RitzErrorBar

noncomputable section

variable {V : Type*} [NormedAddCommGroup V] [InnerProductSpace ℂ V]

/-- A unit vector `v` fixed by `P` is a Ritz vector of `H` with real Ritz value `t` when
`P H P v = t v`. -/
structure IsRitzPair (H P : V →ₗ[ℂ] V) (t : ℝ) (v : V) : Prop where
  unit : ‖v‖ = 1
  fixed : P v = v
  ritz : P (H (P v)) = (t : ℂ) • v

/-- The residual `H v - t v` of a Ritz pair is the part of `H v` that leaks out through
`Q = 1 - P`. -/
theorem residual_eq_leakage {H P : V →ₗ[ℂ] V} {t : ℝ} {v : V} (h : IsRitzPair H P t v) :
    H v - (t : ℂ) • v = (1 - P) (H v) := by
  have h1 := h.ritz
  rw [h.fixed] at h1
  rw [← h1, LinearMap.sub_apply, Module.End.one_apply]

/-- For a Hermitian `H` in finite dimension, a unit vector `v` and any real energy `s`, some
eigenvalue of `H` lies within `‖H v - s v‖` of `s`. -/
theorem exists_eigenvalue_near [FiniteDimensional ℂ V] {H : V →ₗ[ℂ] V} (hH : H.IsSymmetric)
    {v : V} (hv : ‖v‖ = 1) (s : ℝ) :
    ∃ E : ℝ, Module.End.HasEigenvalue H (E : ℂ) ∧ |E - s| ≤ ‖H v - (s : ℂ) • v‖ := by
  -- an orthonormal eigenbasis `b` with real eigenvalues `l`
  obtain ⟨b, l, hb⟩ : ∃ (b : OrthonormalBasis (Fin (Module.finrank ℂ V)) ℂ V)
      (l : Fin (Module.finrank ℂ V) → ℝ), ∀ i, H (b i) = ((l i : ℝ) : ℂ) • b i :=
    ⟨hH.eigenvectorBasis rfl, hH.eigenvalues rfl, fun i => hH.apply_eigenvectorBasis rfl i⟩
  have hsum : ∑ i, ‖⟪b i, v⟫_ℂ‖ ^ 2 = 1 := by
    rw [b.sum_sq_norm_inner_right, hv, one_pow]
  have hne : Nonempty (Fin (Module.finrank ℂ V)) := by
    by_contra hcon
    have := not_nonempty_iff.1 hcon
    rw [Finset.univ_eq_empty, Finset.sum_empty] at hsum
    exact zero_ne_one hsum
  -- the components of the residual
  have hcomp : ∀ i, ‖⟪b i, H v - (s : ℂ) • v⟫_ℂ‖ ^ 2
      = (l i - s) ^ 2 * ‖⟪b i, v⟫_ℂ‖ ^ 2 := by
    intro i
    have h1 : ⟪b i, H v - (s : ℂ) • v⟫_ℂ = ((l i - s : ℝ) : ℂ) * ⟪b i, v⟫_ℂ := by
      rw [inner_sub_right, inner_smul_right, ← hH (b i) v, hb, inner_smul_left,
        Complex.conj_ofReal, Complex.ofReal_sub]
      ring
    rw [h1, norm_mul, mul_pow, Complex.norm_real, Real.norm_eq_abs, sq_abs]
  -- the eigenvalue nearest to `s`
  obtain ⟨k, hk⟩ := Finite.exists_min (fun i => (l i - s) ^ 2)
  refine ⟨l k, Module.End.hasEigenvalue_of_hasEigenvector
    ⟨Module.End.mem_eigenspace_iff.2 (hb k), b.orthonormal.ne_zero k⟩, ?_⟩
  apply abs_le_of_sq_le_sq _ (norm_nonneg _)
  calc (l k - s) ^ 2 = ∑ i, (l k - s) ^ 2 * ‖⟪b i, v⟫_ℂ‖ ^ 2 := by
        rw [← Finset.mul_sum, hsum, mul_one]
    _ ≤ ∑ i, (l i - s) ^ 2 * ‖⟪b i, v⟫_ℂ‖ ^ 2 :=
        Finset.sum_le_sum fun i _ => mul_le_mul_of_nonneg_right (hk i) (sq_nonneg _)
    _ = ‖H v - (s : ℂ) • v‖ ^ 2 := by
        rw [← b.sum_sq_norm_inner_right (H v - (s : ℂ) • v)]
        exact Finset.sum_congr rfl fun i _ => (hcomp i).symm

/-- Error bar of a Ritz value: for Hermitian `H` in finite dimension and a Ritz pair `(t, v)`,
some eigenvalue `E` of `H` satisfies `|E - t| ≤ ‖Q H v‖` with `Q = 1 - P`. -/
theorem ritz_error_bar [FiniteDimensional ℂ V] {H P : V →ₗ[ℂ] V} (hH : H.IsSymmetric)
    {t : ℝ} {v : V} (h : IsRitzPair H P t v) :
    ∃ E : ℝ, Module.End.HasEigenvalue H (E : ℂ) ∧ |E - t| ≤ ‖(1 - P) (H v)‖ := by
  rw [← residual_eq_leakage h]
  exact exists_eigenvalue_near hH h.unit t

/-- For Hermitian `P` and a Ritz pair `(t, v)`, the squared residual about any real energy `s`
is the squared leakage `‖Q H v‖²` plus `(t - s)²`. -/
theorem shifted_residual_sq {H P : V →ₗ[ℂ] V} (hP : P.IsSymmetric)
    {t : ℝ} {v : V} (h : IsRitzPair H P t v) (s : ℝ) :
    ‖H v - (s : ℂ) • v‖ ^ 2 = ‖(1 - P) (H v)‖ ^ 2 + (t - s) ^ 2 := by
  -- the leakage is orthogonal to the Ritz vector
  have horth : ⟪v, (1 - P) (H v)⟫_ℂ = 0 := by
    rw [LinearMap.sub_apply, Module.End.one_apply, inner_sub_right, ← hP v (H v), h.fixed,
      sub_self]
  have hsplit : H v - (s : ℂ) • v = ((t - s : ℝ) : ℂ) • v + (1 - P) (H v) := by
    rw [← residual_eq_leakage h, Complex.ofReal_sub]
    module
  rw [hsplit, norm_add_sq (𝕜 := ℂ), inner_smul_left, horth, mul_zero, map_zero, norm_smul,
    h.unit, Complex.norm_real, Real.norm_eq_abs, mul_one, sq_abs]
  ring

/-- For Hermitian `H` and `P` in finite dimension and a Ritz pair `(t, v)`, if no eigenvalue of
`H` lies strictly between `a ≤ b`, then `(t - a)(b - t) ≤ ‖Q H v‖²`. -/
theorem gap_bound [FiniteDimensional ℂ V] {H P : V →ₗ[ℂ] V} (hH : H.IsSymmetric)
    (hP : P.IsSymmetric) {t : ℝ} {v : V} (h : IsRitzPair H P t v) {a b : ℝ} (hab : a ≤ b)
    (hgap : ∀ E : ℝ, Module.End.HasEigenvalue H (E : ℂ) → E ≤ a ∨ b ≤ E) :
    (t - a) * (b - t) ≤ ‖(1 - P) (H v)‖ ^ 2 := by
  -- take an eigenvalue within the residual norm of the midpoint of the gap
  obtain ⟨E, hE, hle⟩ := exists_eigenvalue_near hH h.unit ((a + b) / 2)
  have hsq : (E - (a + b) / 2) ^ 2 ≤ ‖H v - (((a + b) / 2 : ℝ) : ℂ) • v‖ ^ 2 := by
    rw [← sq_abs (E - (a + b) / 2)]
    exact pow_le_pow_left₀ (abs_nonneg _) hle 2
  rw [shifted_residual_sq hP h] at hsq
  have hout : 0 ≤ (E - a) * (E - b) := by
    rcases hgap E hE with h1 | h1
    · exact mul_nonneg_of_nonpos_of_nonpos (by linarith) (by linarith)
    · exact mul_nonneg (by linarith) (by linarith)
  linarith [hsq, hout,
    show (E - (a + b) / 2) ^ 2 - (t - (a + b) / 2) ^ 2
      = (E - a) * (E - b) + (t - a) * (b - t) by ring]

/-- Temple's inequality for Hermitian `H` and `P` in finite dimension: if every eigenvalue of `H`
is at most `E₀` or at least `b`, and the Ritz value `t` is below `b`, then
`t - E₀ ≤ ‖Q H v‖² / (b - t)`. -/
theorem temple_inequality [FiniteDimensional ℂ V] {H P : V →ₗ[ℂ] V} (hH : H.IsSymmetric)
    (hP : P.IsSymmetric) {t : ℝ} {v : V} (h : IsRitzPair H P t v) {E₀ b : ℝ} (hb : t < b)
    (hgap : ∀ E : ℝ, Module.End.HasEigenvalue H (E : ℂ) → E ≤ E₀ ∨ b ≤ E) :
    t - E₀ ≤ ‖(1 - P) (H v)‖ ^ 2 / (b - t) := by
  rw [le_div_iff₀ (sub_pos.2 hb)]
  rcases le_total E₀ b with h1 | h1
  · exact gap_bound hH hP h h1 hgap
  · have h2 : (t - E₀) * (b - t) ≤ 0 :=
      mul_nonpos_of_nonpos_of_nonneg (by linarith) (by linarith)
    exact h2.trans (sq_nonneg _)

/-- Two state vectors of a two-level system are equal when both amplitudes agree. -/
theorem ext_two {x y : EuclideanSpace ℂ (Fin 2)} (h0 : x 0 = y 0) (h1 : x 1 = y 1) : x = y := by
  ext i
  revert i
  exact Fin.forall_fin_two.2 ⟨h0, h1⟩

/-- The Hamiltonian of two levels of equal energy `t` with real coupling `g`. -/
def twoLevel (t g : ℝ) : EuclideanSpace ℂ (Fin 2) →ₗ[ℂ] EuclideanSpace ℂ (Fin 2) where
  toFun x := !₂[(t : ℂ) * x 0 + g * x 1, (g : ℂ) * x 0 + t * x 1]
  map_add' x y := ext_two
    (by change (t : ℂ) * (x 0 + y 0) + g * (x 1 + y 1)
          = (t * x 0 + g * x 1) + (t * y 0 + g * y 1)
        ring)
    (by change (g : ℂ) * (x 0 + y 0) + t * (x 1 + y 1)
          = (g * x 0 + t * x 1) + (g * y 0 + t * y 1)
        ring)
  map_smul' c x := ext_two
    (by change (t : ℂ) * (c * x 0) + g * (c * x 1) = c * (t * x 0 + g * x 1)
        ring)
    (by change (g : ℂ) * (c * x 0) + t * (c * x 1) = c * (g * x 0 + t * x 1)
        ring)

/-- The projector on the first of the two levels. -/
def firstLevel : EuclideanSpace ℂ (Fin 2) →ₗ[ℂ] EuclideanSpace ℂ (Fin 2) where
  toFun x := !₂[x 0, 0]
  map_add' _ _ := ext_two rfl (add_zero (0 : ℂ)).symm
  map_smul' c _ := ext_two rfl (mul_zero (c : ℂ)).symm

/-- The error bar is sharp: for two levels of equal energy `t` with real coupling `g`, the Hermitian
projector on the first level and the Ritz vector `v = (1, 0)`, the leakage is `‖Q H v‖ = |g|`, and
every real eigenvalue lies at distance exactly `|g|` from the Ritz value `t`. -/
theorem ritz_error_bar_sharp_witness (t g : ℝ) :
    (twoLevel t g).IsSymmetric ∧ firstLevel.IsSymmetric ∧
    firstLevel ∘ₗ firstLevel = firstLevel ∧
    IsRitzPair (twoLevel t g) firstLevel t !₂[1, 0] ∧
    ‖(1 - firstLevel) (twoLevel t g !₂[1, 0])‖ = |g| ∧
    ∀ E : ℝ, Module.End.HasEigenvalue (twoLevel t g) (E : ℂ) → |E - t| = |g| := by
  have hT0 : ∀ x, (twoLevel t g x) 0 = t * x 0 + g * x 1 := fun _ => rfl
  have hT1 : ∀ x, (twoLevel t g x) 1 = g * x 0 + t * x 1 := fun _ => rfl
  have hF0 : ∀ x, (firstLevel x) 0 = x 0 := fun _ => rfl
  have hF1 : ∀ x, (firstLevel x) 1 = 0 := fun _ => rfl
  refine ⟨?_, ?_, LinearMap.ext fun x => ext_two rfl rfl, ⟨?_, ext_two rfl rfl, ?_⟩, ?_, ?_⟩
  · intro x y
    simp only [PiLp.inner_apply, Fin.sum_univ_two, RCLike.inner_apply, hT0, hT1, map_add,
      map_mul, Complex.conj_ofReal]
    ring
  · intro x y
    simp only [PiLp.inner_apply, Fin.sum_univ_two, RCLike.inner_apply, hF0, hF1, map_zero]
    ring
  · simp [EuclideanSpace.norm_eq, Fin.sum_univ_two]
  · apply ext_two
    · change (t : ℂ) * 1 + g * 0 = t * 1
      ring
    · exact (mul_zero (t : ℂ)).symm
  · have h1 : (1 - firstLevel) (twoLevel t g !₂[1, 0]) = !₂[0, (g : ℂ)] := by
      apply ext_two
      · change ((t : ℂ) * 1 + g * 0) - (t * 1 + g * 0) = 0
        ring
      · change ((g : ℂ) * 1 + t * 0) - 0 = g
        ring
    rw [h1]
    simp [EuclideanSpace.norm_eq, Fin.sum_univ_two, Real.sqrt_sq_eq_abs]
  · intro E hE
    obtain ⟨w, hw⟩ := hE.exists_hasEigenvector
    have h1 := hw.apply_eq_smul
    have e0 : (t : ℂ) * w 0 + g * w 1 = E * w 0 :=
      congrArg (fun x : EuclideanSpace ℂ (Fin 2) => x 0) h1
    have e1 : (g : ℂ) * w 0 + t * w 1 = E * w 1 :=
      congrArg (fun x : EuclideanSpace ℂ (Fin 2) => x 1) h1
    -- both components are annihilated by `(E - t)² - g²`
    have k0 : (((E - t) ^ 2 - g ^ 2 : ℝ) : ℂ) * w 0 = 0 := by
      push_cast
      linear_combination (-(E - t : ℂ)) * e0 - (g : ℂ) * e1
    have k1 : (((E - t) ^ 2 - g ^ 2 : ℝ) : ℂ) * w 1 = 0 := by
      push_cast
      linear_combination (-(E - t : ℂ)) * e1 - (g : ℂ) * e0
    rw [← sq_eq_sq_iff_abs_eq_abs]
    by_contra hne
    have hc : (((E - t) ^ 2 - g ^ 2 : ℝ) : ℂ) ≠ 0 :=
      Complex.ofReal_ne_zero.2 (sub_ne_zero.2 hne)
    exact hw.2 (ext_two ((mul_eq_zero.1 k0).resolve_left hc)
      ((mul_eq_zero.1 k1).resolve_left hc))

end

end RitzErrorBar
```

```lean
#print axioms RitzErrorBar.exists_eigenvalue_near
#print axioms RitzErrorBar.ritz_error_bar
#print axioms RitzErrorBar.temple_inequality
```

```
'RitzErrorBar.exists_eigenvalue_near' depends on axioms: [propext, Classical.choice, Quot.sound]
'RitzErrorBar.ritz_error_bar' depends on axioms: [propext, Classical.choice, Quot.sound]
'RitzErrorBar.temple_inequality' depends on axioms: [propext, Classical.choice, Quot.sound]
```

### Where each step sits in the Lean proof

`residual_eq_leakage` is the first computation: it uses `fixed` to simplify `ritz`, then replaces tv by PHv.

`exists_eigenvalue_near` is the spectral argument, for any unit vector and any real s. The eigenbasis uᵢ is called `b i` there; in the later theorems `b` is the upper edge of the gap. `hsum` is the normalisation Σᵢ |cᵢ|² = 1, which also shows that the basis isn't empty. `hcomp` computes the squared components of the residual, moving `H` across the inner product by hermiticity. `Finite.exists_min` picks the nearest eigenvalue, and the `calc` block is the chain of sums above, read from the smallest term upwards. `abs_le_of_sq_le_sq` then removes the squares.

`ritz_error_bar` rewrites the leakage as the residual and applies this lemma at s = t.

In `shifted_residual_sq`, `horth` is the orthogonality of v and QHv, and `hsplit` is the decomposition of Hv − sv. Expanding the norm of the sum leaves no cross term.

`gap_bound` applies the spectral lemma at the midpoint. `hsq` is the resulting inequality between squares, and `hout` shows (E − a)(E − b) ≥ 0 by treating the two sides of the gap in turn. `linarith` combines them with the quadratic identity, which `ring` verifies.

`temple_inequality` multiplies through by the positive number b − t. If E₀ ≤ b, it is `gap_bound` with a = E₀. If b ≤ E₀, then t lies below E₀, so the left side is at most zero and the claim is immediate.

For the resonant example, `twoLevel` and `firstLevel` define H and P, and `ext_two` reduces equality of two state vectors to their two amplitudes. `ritz_error_bar_sharp_witness` checks that both maps are Hermitian, that `firstLevel` is idempotent, that (1, 0) is a Ritz vector with value t, and that the leakage has norm |g|. For the eigenvalues, `e0` and `e1` are the two components of Hw = Ew, and `linear_combination` turns them into `k0` and `k1`, the two equations with the factor (E − t)² − g². If that factor were non-zero, both amplitudes would vanish, contradicting that w is an eigenvector.
